# A symmetric energy window underestimates the Lorenz number of a constant transport function

Let $\kappa$ be the electronic thermal conductivity, $\sigma$ the electrical conductivity and $T$ the temperature. A transport code may obtain the Lorenz number $\kappa/(\sigma T)$ from energy integrals cut off at a finite distance from the chemical potential $\mu$, and the model here takes that window symmetric and the transport function $\Sigma(E)$ constant. With $x=(E-\mu)/(k_BT)$, the thermal kernel is minus the derivative of the Fermi function,

$$w(x)=\frac{1}{4\cosh^2(x/2)}.$$

For a half-width $X>0$, define

$$W(X)=\int_{-X}^{X}w\,dx,\qquad M(X)=\int_{-X}^{X}x^2w\,dx,\qquad L(X)=\frac{M(X)}{W(X)}.$$

The constant $\Sigma$ cancels and the first moment vanishes by symmetry, so $L(X)$ is the truncated Lorenz number in units of $(k_B/e)^2$, where $k_B$ is the Boltzmann constant and $e$, in this unit only, the elementary charge. It is strictly increasing, lies below the Wiedemann–Franz value $\pi^2/3$, and satisfies

$$\frac{\pi^2/3-L(X)}{X^2e^{-X}}\to 2\qquad (X\to\infty).$$

## Choosing the cutoff in a transport integral

Boltzmann and Landauer codes for non-interacting electrons make a truncation of this kind when they restrict the energy grid, though the window need not be centred on $\mu$. For constant $\Sigma$ and a symmetric window, the cutoff error has a fixed sign and shrinks whenever $X$ grows. The factor $X^2$ means that the size of $e^{-X}$ alone is too optimistic a criterion.

In the opposite limit, $X\to0$, the kernel is nearly constant across the window and $L(X)\approx X^2/3$: a very narrow window loses almost the whole Lorenz number.

## From the Fermi kernel to the $X^2e^{-X}$ law

**Weight.** Writing the hyperbolic cosine in exponentials gives

$$w(x)=\frac{e^{-x}}{(1+e^{-x})^2}=\frac{d}{dx}\frac{1}{1+e^{-x}}.$$

Since $w$ is even,

$$W(X)=2\left(\frac1{1+e^{-X}}-\frac12\right)=\frac{1-e^{-X}}{1+e^{-X}}\to1.$$

**Second moment.** For $x>0$, $w(x)=\sum_{n\ge1}(-1)^{n+1}n\,e^{-nx}$. With $\int_0^\infty x^2e^{-nx}dx=2/n^3$,

$$\int_0^\infty x^2w\,dx=2\sum_{n\ge1}\frac{(-1)^{n+1}}{n^2}.$$

The exchange of sum and integral is allowed because $\sum 2/n^2$ converges. The even terms of $\sum 1/n^2=\pi^2/6$ add up to $\pi^2/24$ and the odd ones to $\pi^2/8$. The integral is therefore $2(\pi^2/8-\pi^2/24)=\pi^2/6$, and $M(X)\to\pi^2/3$.

**Growth and bound.** From $W'=2w(X)$ and $M'=2X^2w(X)$,

$$L'=\frac{M'W-MW'}{W^2}=\frac{2w(X)}{W(X)}\left(X^2-L(X)\right).$$

Inside the window $x^2<X^2$, so $L<X^2$ and $L'>0$. Since $L\to\pi^2/3$, it follows that $L(X)<L(X+1)\le\pi^2/3$.

**Deficit.** Let $N=\frac{\pi^2}{3}W-M$ and $D=X^2e^{-X}$. Both tend to zero, and

$$\frac{N'}{D'}=\frac{2}{(1+e^{-X})^2}\,\frac{\pi^2/3-X^2}{X(2-X)}\to2.$$

L'Hôpital's rule gives $N/D\to2$. Since $\pi^2/3-L=N/W$ and $W\to1$, the law follows.

## The Lean source

```lean
import Mathlib

open MeasureTheory Set Filter
open scoped Real Topology

namespace LorenzWindow

noncomputable section

/-- The thermal kernel `1 / (4 cosh² (x/2))` at reduced energy `x`. -/
def thermalKernel (x : ℝ) : ℝ := 1 / (4 * Real.cosh (x / 2) ^ 2)

/-- The thermal weight inside the energy window `[-X, X]`. -/
def windowWeight (X : ℝ) : ℝ := ∫ x in -X..X, thermalKernel x

/-- The second energy moment of the thermal kernel inside the window `[-X, X]`. -/
def windowMoment (X : ℝ) : ℝ := ∫ x in -X..X, x ^ 2 * thermalKernel x

/-- The reduced Lorenz number of the window `[-X, X]`, for `X > 0`: the thermal mean of `x²`. -/
def windowLorenz (X : ℝ) : ℝ := windowMoment X / windowWeight X

/-- The thermal kernel written with the Boltzmann factor `exp (-x)`. -/
theorem thermalKernel_eq (x : ℝ) :
    thermalKernel x = Real.exp (-x) / (1 + Real.exp (-x)) ^ 2 := by
  have huv : Real.exp (x / 2) * Real.exp (-(x / 2)) = 1 := by
    rw [← Real.exp_add, add_neg_cancel, Real.exp_zero]
  have hv : Real.exp (-x) = Real.exp (-(x / 2)) ^ 2 := by
    rw [pow_two, ← Real.exp_add]
    congr 1
    ring
  have hc : 4 * Real.cosh (x / 2) ^ 2 ≠ 0 :=
    (mul_pos four_pos (pow_pos (Real.cosh_pos _) 2)).ne'
  unfold thermalKernel
  rw [hv, div_eq_div_iff hc (by positivity), Real.cosh_eq]
  linear_combination (-(1 + Real.exp (x / 2) * Real.exp (-(x / 2))
    + 2 * Real.exp (-(x / 2)) ^ 2)) * huv

private theorem kernel_pos (x : ℝ) : 0 < thermalKernel x := by
  rw [thermalKernel_eq]
  positivity

private theorem kernel_even (x : ℝ) : thermalKernel (-x) = thermalKernel x := by
  simp [thermalKernel, neg_div]

private theorem kernel_cont : Continuous thermalKernel :=
  continuous_const.div
    (continuous_const.mul ((Real.continuous_cosh.comp (continuous_id.div_const 2)).pow 2))
    (fun x => (mul_pos four_pos (pow_pos (Real.cosh_pos (x / 2)) 2)).ne')

private theorem moment_cont : Continuous (fun x : ℝ => x ^ 2 * thermalKernel x) :=
  (continuous_id.pow 2).mul kernel_cont

private theorem moment_even (x : ℝ) :
    (-x) ^ 2 * thermalKernel (-x) = x ^ 2 * thermalKernel x := by
  rw [kernel_even, neg_sq]

/-- For a continuous even function `f`, the integral from `-X` to `X` is twice the integral from `0`
to `X`. -/
theorem symmetric_window {f : ℝ → ℝ} (hf : Continuous f) (he : ∀ x, f (-x) = f x) (X : ℝ) :
    ∫ x in -X..X, f x = 2 * ∫ x in (0 : ℝ)..X, f x := by
  have h1 := intervalIntegral.integral_add_adjacent_intervals (μ := volume)
    (hf.intervalIntegrable (-X) 0) (hf.intervalIntegrable 0 X)
  have h2 := intervalIntegral.integral_comp_neg (f := f) (a := 0) (b := X)
  simp only [he, neg_zero] at h2
  linarith

private theorem hasDerivAt_window {f : ℝ → ℝ} (hf : Continuous f) (he : ∀ x, f (-x) = f x)
    (X : ℝ) : HasDerivAt (fun Y => ∫ x in -Y..Y, f x) (2 * f X) X := by
  rw [show (fun Y => ∫ x in -Y..Y, f x) = fun Y => 2 * ∫ x in (0 : ℝ)..Y, f x from
    funext (symmetric_window hf he)]
  exact (hf.integral_hasStrictDerivAt 0 X).hasDerivAt.const_mul 2

/-- The thermal weight of the window is `(1 - exp (-X)) / (1 + exp (-X))`. -/
theorem windowWeight_eq (X : ℝ) :
    windowWeight X = (1 - Real.exp (-X)) / (1 + Real.exp (-X)) := by
  have hd : ∀ x ∈ uIcc 0 X,
      HasDerivAt (fun y : ℝ => 1 / (1 + Real.exp (-y))) (thermalKernel x) x := by
    intro x _
    have h1 : HasDerivAt (fun y : ℝ => 1 + Real.exp (-y)) (-Real.exp (-x)) x :=
      ((hasDerivAt_neg' x).exp.const_add 1).congr_deriv (by ring)
    exact ((hasDerivAt_const x (1 : ℝ)).fun_div h1 (by positivity)).congr_deriv
      (by rw [thermalKernel_eq]; ring)
  have hne : 1 + Real.exp (-X) ≠ 0 := by positivity
  unfold windowWeight
  rw [symmetric_window kernel_cont kernel_even,
    intervalIntegral.integral_eq_sub_of_hasDerivAt hd (kernel_cont.intervalIntegrable _ _)]
  simp only [neg_zero, Real.exp_zero]
  field_simp
  ring

private theorem weight_pos {X : ℝ} (hX : 0 < X) : 0 < windowWeight X := by
  rw [windowWeight_eq]
  have : Real.exp (-X) < 1 := Real.exp_lt_one_iff.2 (by linarith)
  exact div_pos (by linarith) (by positivity)

private theorem tendsto_weight : Tendsto windowWeight atTop (𝓝 1) := by
  have hq := Real.tendsto_exp_neg_atTop_nhds_zero
  rw [show windowWeight = _ from funext windowWeight_eq]
  exact ((hq.const_sub 1).div (hq.const_add 1) (by norm_num)).mono_right
    (le_of_eq (by norm_num))

private theorem alternating_sum :
    HasSum (fun n : ℕ => -(-1 : ℝ) ^ n * (2 / (n : ℝ) ^ 2)) (π ^ 2 / 6) := by
  have hz := hasSum_zeta_two
  have he : HasSum (fun k : ℕ => (1 : ℝ) / ((2 * k : ℕ) : ℝ) ^ 2) (π ^ 2 / 24) := by
    have e : (fun k : ℕ => (1 : ℝ) / ((2 * k : ℕ) : ℝ) ^ 2)
        = fun k : ℕ => 1 / 4 * (1 / (k : ℝ) ^ 2) := by
      funext k
      push_cast
      ring
    rw [e, show π ^ 2 / 24 = 1 / 4 * (π ^ 2 / 6) by ring]
    exact hz.mul_left (1 / 4)
  have hs : Summable (fun k : ℕ => (1 : ℝ) / ((2 * k + 1 : ℕ) : ℝ) ^ 2) :=
    hz.summable.comp_injective (i := fun k : ℕ => 2 * k + 1) (fun a b h => by simpa using h)
  obtain ⟨o, ho⟩ := hs
  have hu := hz.unique (HasSum.even_add_odd (f := fun n : ℕ => (1 : ℝ) / (n : ℝ) ^ 2) he ho)
  have e1 : HasSum (fun k : ℕ => -(-1 : ℝ) ^ (2 * k) * (2 / ((2 * k : ℕ) : ℝ) ^ 2))
      (-2 * (π ^ 2 / 24)) := by
    have e : (fun k : ℕ => -(-1 : ℝ) ^ (2 * k) * (2 / ((2 * k : ℕ) : ℝ) ^ 2))
        = fun k : ℕ => -2 * (1 / ((2 * k : ℕ) : ℝ) ^ 2) := by
      funext k
      rw [show (-1 : ℝ) ^ (2 * k) = 1 by simp [pow_mul]]
      ring
    rw [e]
    exact he.mul_left (-2)
  have o1 : HasSum (fun k : ℕ => -(-1 : ℝ) ^ (2 * k + 1) * (2 / ((2 * k + 1 : ℕ) : ℝ) ^ 2))
      (2 * o) := by
    have e : (fun k : ℕ => -(-1 : ℝ) ^ (2 * k + 1) * (2 / ((2 * k + 1 : ℕ) : ℝ) ^ 2))
        = fun k : ℕ => 2 * (1 / ((2 * k + 1 : ℕ) : ℝ) ^ 2) := by
      funext k
      rw [show (-1 : ℝ) ^ (2 * k + 1) = -1 by simp [pow_succ, pow_mul]]
      ring
    rw [e]
    exact ho.mul_left 2
  have h := HasSum.even_add_odd (f := fun n : ℕ => -(-1 : ℝ) ^ n * (2 / (n : ℝ) ^ 2)) e1 o1
  rwa [show -2 * (π ^ 2 / 24) + 2 * o = π ^ 2 / 6 by linarith] at h

private theorem moment_exp (n : ℕ) (hn : 0 < n) :
    ∫ x in Ioi (0 : ℝ), x ^ 2 * Real.exp (-(n * x)) = 2 / (n : ℝ) ^ 3 := by
  have h := Real.integral_rpow_mul_exp_neg_mul_Ioi (a := 3) (r := n) (by norm_num)
    (by exact_mod_cast hn)
  have g : Real.Gamma 3 = 2 := by
    rw [show (3 : ℝ) = ((2 : ℕ) : ℝ) + 1 by norm_num, Real.Gamma_nat_eq_factorial]
    norm_num [Nat.factorial]
  have p : (1 / (n : ℝ)) ^ (3 : ℝ) = (1 / (n : ℝ)) ^ 3 := by
    exact_mod_cast Real.rpow_natCast (1 / (n : ℝ)) 3
  rw [g, p] at h
  simp_rw [show (3 : ℝ) - 1 = ((2 : ℕ) : ℝ) by norm_num, Real.rpow_natCast] at h
  rw [h]
  ring

private theorem half_moment : ∫ x in Ioi (0 : ℝ), x ^ 2 * thermalKernel x = π ^ 2 / 6 := by
  have hJ : ∀ n : ℕ, (n : ℝ) * ∫ x in Ioi (0 : ℝ), x ^ 2 * Real.exp (-(n * x))
      = 2 / (n : ℝ) ^ 2 := by
    intro n
    rcases Nat.eq_zero_or_pos n with rfl | hn
    · simp
    · have : (n : ℝ) ≠ 0 := by positivity
      rw [moment_exp n hn]
      field_simp
  have hint : ∀ n : ℕ, Integrable (fun x : ℝ => (-(-1 : ℝ) ^ n * n) *
      (x ^ 2 * Real.exp (-(n * x)))) (volume.restrict (Ioi 0)) := by
    intro n
    rcases Nat.eq_zero_or_pos n with rfl | hn
    · simp
    · apply Integrable.const_mul
      by_contra h
      have h0 := integral_undef h
      rw [moment_exp n hn] at h0
      have : (0 : ℝ) < 2 / (n : ℝ) ^ 3 := by positivity
      linarith
  have hnorm : ∀ (n : ℕ) (x : ℝ), ‖(-(-1 : ℝ) ^ n * n) * (x ^ 2 * Real.exp (-(n * x)))‖
      = n * (x ^ 2 * Real.exp (-(n * x))) := by
    intro n x
    rw [norm_mul, norm_mul (-(-1 : ℝ) ^ n), norm_neg, norm_pow, norm_neg, norm_one, one_pow,
      one_mul, Real.norm_of_nonneg (Nat.cast_nonneg n),
      Real.norm_of_nonneg (show 0 ≤ x ^ 2 * Real.exp (-(n * x)) by positivity)]
  -- integrate the expansion in Boltzmann factors term by term
  have h := hasSum_integral_of_summable_integral_norm hint (by
    simp_rw [hnorm, integral_const_mul, hJ]
    exact (hasSum_zeta_two.summable.mul_left 2).congr (fun n => by ring))
  simp_rw [integral_const_mul, mul_assoc, hJ] at h
  rw [← h.unique alternating_sum]
  refine setIntegral_congr_fun measurableSet_Ioi (fun x hx => ?_)
  have hq : ‖-Real.exp (-x)‖ < 1 := by
    rw [norm_neg, Real.norm_of_nonneg (Real.exp_pos _).le]
    exact Real.exp_lt_one_iff.2 (neg_lt_zero.2 hx)
  have hs := (hasSum_coe_mul_geometric_of_norm_lt_one hq).mul_left (-x ^ 2)
  refine Eq.trans ?_ (hs.tsum_eq.symm.trans (tsum_congr fun n => ?_))
  · show x ^ 2 * thermalKernel x = _
    rw [thermalKernel_eq, sub_neg_eq_add]
    ring
  · rw [show Real.exp (-(n * x)) = Real.exp (-x) ^ n by
      rw [← Real.exp_nat_mul]; congr 1; ring, neg_pow (Real.exp (-x))]
    ring

/-- As the window opens, its second thermal moment tends to `π² / 3`. -/
theorem tendsto_windowMoment : Tendsto windowMoment atTop (𝓝 (π ^ 2 / 3)) := by
  have hi : IntegrableOn (fun x : ℝ => x ^ 2 * thermalKernel x) (Ioi 0) := by
    by_contra h
    have h0 : ∫ x in Ioi (0 : ℝ), x ^ 2 * thermalKernel x = 0 := integral_undef h
    rw [half_moment] at h0
    have : 0 < π ^ 2 / 6 := by positivity
    linarith
  have h := (intervalIntegral_tendsto_integral_Ioi 0 hi tendsto_id).const_mul 2
  rw [half_moment, show 2 * (π ^ 2 / 6) = π ^ 2 / 3 by ring] at h
  exact h.congr (fun X => (symmetric_window moment_cont moment_even X).symm)

/-- For `X > 0`, the derivative of the window Lorenz number `L` at `X` is `X² - L(X)` times the
`X`-dependent factor `2 w(X) / W(X)`, with `w` the thermal kernel and `W` the window weight. -/
theorem hasDerivAt_windowLorenz {X : ℝ} (hX : 0 < X) :
    HasDerivAt windowLorenz
      (2 * thermalKernel X / windowWeight X * (X ^ 2 - windowLorenz X)) X := by
  have hW := (weight_pos hX).ne'
  have hM : HasDerivAt windowMoment (2 * (X ^ 2 * thermalKernel X)) X :=
    hasDerivAt_window moment_cont moment_even X
  have hD : HasDerivAt windowWeight (2 * thermalKernel X) X :=
    hasDerivAt_window kernel_cont kernel_even X
  refine (hM.fun_div hD hW).congr_deriv ?_
  unfold windowLorenz
  field_simp

/-- The Lorenz number of the window is strictly increasing in the half-width `X > 0`. -/
theorem strictMonoOn_windowLorenz : StrictMonoOn windowLorenz (Ioi 0) := by
  refine strictMonoOn_of_deriv_pos (convex_Ioi 0)
    (fun X hX => (hasDerivAt_windowLorenz hX).continuousAt.continuousWithinAt) (fun X hX => ?_)
  rw [interior_Ioi] at hX
  have hX0 : 0 < X := hX
  -- the mean of x² stays below its value at the window edge
  have hlt : windowMoment X < X ^ 2 * windowWeight X := by
    unfold windowMoment windowWeight
    rw [← intervalIntegral.integral_const_mul]
    refine intervalIntegral.integral_lt_integral_of_continuousOn_of_le_of_exists_lt
      (by linarith) moment_cont.continuousOn (continuous_const.mul kernel_cont).continuousOn
      (fun x hx => mul_le_mul_of_nonneg_right (sq_le_sq' hx.1.le hx.2) (kernel_pos x).le)
      ⟨0, ⟨by linarith, hX0.le⟩, ?_⟩
    have := mul_pos (pow_pos hX0 2) (kernel_pos 0)
    simpa using this
  rw [(hasDerivAt_windowLorenz hX0).deriv]
  exact mul_pos (div_pos (mul_pos two_pos (kernel_pos X)) (weight_pos hX0))
    (sub_pos.2 ((div_lt_iff₀ (weight_pos hX0)).2 hlt))

/-- The deficit of the window Lorenz number from `π² / 3`, divided by `X² exp (-X)`,
tends to `2` as the window opens. -/
theorem tendsto_deficit :
    Tendsto (fun X => (π ^ 2 / 3 - windowLorenz X) / (X ^ 2 * Real.exp (-X))) atTop (𝓝 2) := by
  have hf : ∀ X, HasDerivAt (fun Y => π ^ 2 / 3 * windowWeight Y - windowMoment Y)
      (π ^ 2 / 3 * (2 * thermalKernel X) - 2 * (X ^ 2 * thermalKernel X)) X := fun X =>
    ((hasDerivAt_window kernel_cont kernel_even X).const_mul (π ^ 2 / 3)).fun_sub
      (hasDerivAt_window moment_cont moment_even X)
  have hg : ∀ X : ℝ, HasDerivAt (fun Y : ℝ => Y ^ 2 * Real.exp (-Y))
      (X * (2 - X) * Real.exp (-X)) X := fun X =>
    ((hasDerivAt_pow 2 X).fun_mul (hasDerivAt_neg' X).exp).congr_deriv (by norm_num; ring)
  have hf0 : Tendsto (fun Y => π ^ 2 / 3 * windowWeight Y - windowMoment Y) atTop (𝓝 0) := by
    exact ((tendsto_weight.const_mul (π ^ 2 / 3)).sub tendsto_windowMoment).mono_right
      (le_of_eq (by simp))
  have hr : Tendsto (fun X : ℝ => X⁻¹) atTop (𝓝 0) := tendsto_inv_atTop_zero
  have hlim : Tendsto (fun X : ℝ => 2 / (1 + Real.exp (-X)) ^ 2 *
      ((π ^ 2 / 3 * X⁻¹ ^ 2 - 1) / (2 * X⁻¹ - 1))) atTop (𝓝 2) := by
    have h1 := (tendsto_const_nhds (x := (2 : ℝ))).div
      ((Real.tendsto_exp_neg_atTop_nhds_zero.const_add 1).pow 2) (by norm_num)
    have h2 := (((hr.pow 2).const_mul (π ^ 2 / 3)).sub_const 1).div
      ((hr.const_mul 2).sub_const 1) (by norm_num)
    exact (h1.mul h2).mono_right (le_of_eq (by norm_num))
  -- l'Hôpital's rule compares the two exponentially small quantities
  have hq := HasDerivAt.lhopital_zero_atTop (Eventually.of_forall hf) (Eventually.of_forall hg)
    (by
      filter_upwards [eventually_gt_atTop 2] with X hX
      exact mul_ne_zero (mul_ne_zero (by linarith) (by linarith)) (Real.exp_pos _).ne')
    hf0 (Real.tendsto_pow_mul_exp_neg_atTop_nhds_zero 2)
    (hlim.congr' (by
      filter_upwards [eventually_gt_atTop 2] with X hX
      have hX0 : X ≠ 0 := by linarith
      have hX2 : 2 - X ≠ 0 := by linarith
      have hi : X * X⁻¹ = 1 := mul_inv_cancel₀ hX0
      have h1 : 2 * X⁻¹ - 1 ≠ 0 := fun h => hX2 (by linear_combination X * h - 2 * hi)
      have h2 : (π ^ 2 / 3 * X⁻¹ ^ 2 - 1) / (2 * X⁻¹ - 1)
          = (π ^ 2 / 3 - X ^ 2) / (X * (2 - X)) := by
        rw [div_eq_div_iff h1 (mul_ne_zero hX0 hX2)]
        linear_combination (2 * (π ^ 2 / 3) * X⁻¹ - π ^ 2 / 3 * (X * X⁻¹ + 1) + 2 * X) * hi
      have hE : Real.exp (-X) ≠ 0 := (Real.exp_pos _).ne'
      have hE1 : 1 + Real.exp (-X) ≠ 0 := by positivity
      rw [h2, thermalKernel_eq]
      generalize Real.exp (-X) = q at hE hE1 ⊢
      field_simp))
  have h := hq.div tendsto_weight one_ne_zero
  rw [div_one] at h
  refine h.congr' ?_
  filter_upwards [eventually_gt_atTop 0] with X hX
  have hW := (weight_pos hX).ne'
  have e : π ^ 2 / 3 - windowLorenz X
      = (π ^ 2 / 3 * windowWeight X - windowMoment X) / windowWeight X := by
    rw [sub_div, mul_div_cancel_right₀ _ hW, windowLorenz]
  rw [e]
  exact div_right_comm (π ^ 2 / 3 * windowWeight X - windowMoment X)
    (X ^ 2 * Real.exp (-X)) (windowWeight X)

/-- Window truncation of the Lorenz number: for half-widths `X > 0` it grows strictly with `X`
and lies below `π² / 3`, and its deficit divided by `X² exp (-X)` tends to `2`. -/
theorem lorenz_window_truncation :
    StrictMonoOn windowLorenz (Ioi 0) ∧ (∀ X, 0 < X → windowLorenz X < π ^ 2 / 3) ∧
      Tendsto (fun X => (π ^ 2 / 3 - windowLorenz X) / (X ^ 2 * Real.exp (-X)))
        atTop (𝓝 2) := by
  refine ⟨strictMonoOn_windowLorenz, fun X hX => ?_, tendsto_deficit⟩
  have hL : Tendsto windowLorenz atTop (𝓝 (π ^ 2 / 3)) := by
    have h := tendsto_windowMoment.div tendsto_weight one_ne_zero
    rw [div_one] at h
    exact h
  have hX1 : 0 < X + 1 := by linarith
  -- a slightly wider window is strictly better and still does not exceed the limit
  refine (strictMonoOn_windowLorenz hX hX1 (by linarith)).trans_le (ge_of_tendsto hL ?_)
  filter_upwards [eventually_ge_atTop (X + 1)] with Y hY
  exact strictMonoOn_windowLorenz.monotoneOn hX1 (hX1.trans_le hY) hY

end

end LorenzWindow
```

```lean
#print axioms LorenzWindow.lorenz_window_truncation
```

```
'LorenzWindow.lorenz_window_truncation' depends on axioms: [propext, Classical.choice, Quot.sound]
```

## A definite sign, but no error bar at finite $X$

`thermalKernel`, `windowWeight`, `windowMoment` and `windowLorenz` are $w$, $W$, $M$ and $L$. The final theorem, `lorenz_window_truncation`, joins three statements: strict growth on `Ioi 0`, the open half-line $X>0$; the upper bound at every such $X$; and the limit of the scaled deficit.

In the proof, `windowWeight_eq` evaluates $W$ from the antiderivative. `half_moment` integrates the series term by term, using `moment_exp` for each integral and `alternating_sum` for the total; its sums start at $n=0$, where the term is zero. `tendsto_windowMoment` doubles the result. `hasDerivAt_windowLorenz` is the quotient rule, and `strictMonoOn_windowLorenz` supplies the sign by comparing the integrands of $M$ and $X^2W$. `tendsto_deficit` applies l'Hôpital's rule, with $X>2$ keeping $D'$ nonzero.

The step left to the user is from constant $\Sigma$ to a material's $\Sigma(E)$. Energy dependence generally changes the limiting value, and asymmetry about $\mu$ brings in the first moment. Quadrature error on the grid is also separate.

The limit gives no error estimate at a given $X$. A direct estimate, made separately from the Lean proof, puts the deficit at $X=10$ near $0.0108$, while $2X^2e^{-X}$ is about $0.0091$; a cutoff chosen from the leading term should leave some margin.
